# Overlap integrals of cubic B-splines on a grid of unit spacing: 151/315, 397/1680, 1/42 and 1/5040

## Two blips sharing one grid cell

On a grid of unit spacing, two cubic B-splines centred three spacings apart are both nonzero in only one cell. With t running from 0 to 1 across that cell, one has the tail (1−t)³/6 and the other t³/6. Their overlap is

∫₀¹ t³(1−t)³/36 dt = (1/36)(1/4 − 3/5 + 1/2 − 1/7) = 1/5040.

Closer pairs share more cells, and each cell again contributes the integral of a polynomial.

## A non-orthogonal basis for localized orbitals

In linear-scaling electronic structure, localized orbitals can be expanded in such splines, called blips. The basis is not orthogonal, so its overlap integrals are needed. In one dimension with unit spacing, the blip is

B(x) = 2/3 − x² + |x|³/2 for |x| ≤ 1,
B(x) = (2−|x|)³/6 for 1 ≤ |x| ≤ 2,

and zero elsewhere. The overlap at displacement d is

S(d) = ∫ B(x)B(x−d) dx over the real line.

## What the theorems say

In Lean, `blip` is B and `overlap d` is S(d), for any real d. `overlap_values` states the four values in the title, for d = 0, 1, 2, 3, and S(d) = 0 whenever |d| ≥ 4.

The blip is not normalised. Dividing by S(0) gives 1191/2416, 15/302 and 1/2416 for d = 1, 2, 3. Some conventions set B(0) = 1, which multiplies every S(d) by 9/4.

`overlap_neg` says that S is even, and `overlap_grid` treats spacing h > 0 and centres X, Y. `blochOverlap k` is the sum of S(n)cos(nk) over integers n from −3 to 3, where k is the wavenumber times the grid spacing. `blochOverlap_eq` gives its closed form, and `blochOverlap_bounds` its minimum and maximum.

## Folding the line onto one cell

Translate the four cells between −2 and 2 onto [0,1]. There 6B(t−2), 6B(t−1), 6B(t) and 6B(t+1) are

P₁ = t³
P₂ = 1 + 3t + 3t² − 3t³
P₃ = 4 − 6t² + 3t³
P₄ = (1−t)³.

Collecting the products that survive at each displacement gives 36 times the folded integrand:

d = 0: P₁² + P₂² + P₃² + P₄² = 18 − 18t² + 16t³ + 42t⁴ − 60t⁵ + 20t⁶
d = 1: P₁P₂ + P₂P₃ + P₃P₄ = 8 + 12t² − 9t³ − 33t⁴ + 45t⁵ − 15t⁶
d = 2: P₁P₃ + P₂P₄ = 1 − 3t² + 15t⁴ − 18t⁵ + 6t⁶
d = 3: P₁P₄ = t³ − 3t⁴ + 3t⁵ − t⁶.

Integrating term by term and dividing by 36:

S(0) = (18 − 6 + 4 + 42/5 − 10 + 20/7)/36 = 151/315
S(1) = (8 + 4 − 9/4 − 33/5 + 15/2 − 15/7)/36 = 397/1680
S(2) = (1 − 1 + 3 − 3 + 6/7)/36 = 1/42,

with S(3) as above. A nonzero product needs |x| < 2 and |x−d| < 2, hence |d| < 4.

## Grid spacing and the Bloch sum

Shifting x by d turns S(−d) into S(d). Substituting u = (x−X)/h gives

∫ B((x−X)/h) B((x−Y)/h) dx = h S((Y−X)/h).

With c = cos k, cos 2k = 2c² − 1 and cos 3k = 4c³ − 3c, the Bloch sum is

Ŝ(k) = S(0) + 2S(1)cos k + 2S(2)cos 2k + 2S(3)cos 3k
= (272 + 297c + 60c² + c³)/630.

Its distances to the bounds factorise:

Ŝ − 17/315 = (1+c)(c² + 59c + 238)/630
1 − Ŝ = (1−c)(c² + 61c + 358)/630.

Both are nonnegative for −1 ≤ c ≤ 1, so 17/315 ≤ Ŝ(k) ≤ 1, with equality at k = π and k = 0 respectively.

For a periodic one-dimensional row of blips, the overlap matrix has eigenvalues hŜ(k) at the allowed k, so its condition number is at most 315/17 ≈ 18.5. That identification with matrix eigenvalues is standard Bloch theory and is not formalised here.

```lean
import Mathlib

open MeasureTheory

namespace BlipOverlap

noncomputable section

/-- The cubic B-spline (blip) centred at the origin of a grid with unit spacing. -/
def blip (x : ℝ) : ℝ :=
  if |x| ≤ 1 then 2 / 3 - x ^ 2 + |x| ^ 3 / 2
  else if |x| ≤ 2 then (2 - |x|) ^ 3 / 6
  else 0

/-- The overlap integral over the real line of two blips displaced by `d`. -/
def overlap (d : ℝ) : ℝ := ∫ x : ℝ, blip x * blip (x - d)

/-- The Bloch sum at wavenumber `k` of the overlaps of a blip with itself and with its neighbours up
to three grid spacings away on either side. -/
def blochOverlap (k : ℝ) : ℝ :=
  ∑ n ∈ Finset.Icc (-3 : ℤ) 3, overlap n * Real.cos (n * k)

/-- The blip is a weighted difference of two truncated cubes. -/
theorem blip_eq_max (x : ℝ) :
    blip x = (max (2 - |x|) 0) ^ 3 / 6 - 2 / 3 * (max (1 - |x|) 0) ^ 3 := by
  unfold blip
  split_ifs with h1 h2
  · rw [max_eq_left (by linarith : (0 : ℝ) ≤ 2 - |x|),
      max_eq_left (by linarith : (0 : ℝ) ≤ 1 - |x|), ← sq_abs x]
    ring
  · rw [max_eq_left (by linarith : (0 : ℝ) ≤ 2 - |x|),
      max_eq_right (by linarith : 1 - |x| ≤ 0)]
    ring
  · rw [max_eq_right (by linarith : 2 - |x| ≤ 0),
      max_eq_right (by linarith : 1 - |x| ≤ 0)]
    ring

/-- The blip vanishes at distance two or more from its centre. -/
theorem blip_eq_zero {x : ℝ} (h : 2 ≤ |x|) : blip x = 0 := by
  rw [blip_eq_max, max_eq_right (by linarith : 2 - |x| ≤ 0),
    max_eq_right (by linarith : 1 - |x| ≤ 0)]
  ring

/-- For `t` in the unit cell `[0, 1]`, the four pieces of the blip are explicit cubics. -/
theorem blip_cell {t : ℝ} (h0 : 0 ≤ t) (h1 : t ≤ 1) :
    blip (t - 2) = t ^ 3 / 6 ∧
    blip (t - 1) = 2 / 3 - (1 - t) ^ 2 + (1 - t) ^ 3 / 2 ∧
    blip t = 2 / 3 - t ^ 2 + t ^ 3 / 2 ∧
    blip (t + 1) = (1 - t) ^ 3 / 6 := by
  refine ⟨?_, ?_, ?_, ?_⟩
  · rw [blip_eq_max, abs_of_nonpos (by linarith : t - 2 ≤ 0),
      max_eq_left (by linarith : 0 ≤ 2 - -(t - 2)),
      max_eq_right (by linarith : 1 - -(t - 2) ≤ 0)]
    ring
  · rw [blip_eq_max, abs_of_nonpos (by linarith : t - 1 ≤ 0),
      max_eq_left (by linarith : 0 ≤ 2 - -(t - 1)),
      max_eq_left (by linarith : 0 ≤ 1 - -(t - 1))]
    ring
  · rw [blip_eq_max, abs_of_nonneg h0, max_eq_left (by linarith : 0 ≤ 2 - t),
      max_eq_left (by linarith : 0 ≤ 1 - t)]
    ring
  · rw [blip_eq_max, abs_of_nonneg (by linarith : 0 ≤ t + 1),
      max_eq_left (by linarith : 0 ≤ 2 - (t + 1)),
      max_eq_right (by linarith : 1 - (t + 1) ≤ 0)]
    ring

/-- The integral of a continuous function that vanishes for `|x| ≥ 2` folds into
a single integral over the unit cell. -/
theorem integral_cells {f : ℝ → ℝ} (hc : Continuous f) (h0 : ∀ x, 2 ≤ |x| → f x = 0) :
    ∫ x, f x = ∫ t in (0 : ℝ)..1, (f (t - 2) + f (t - 1) + f t + f (t + 1)) := by
  have hs : Function.support f ⊆ Set.Ioc (-2) 2 := by
    intro x hx
    have hx2 : |x| < 2 := by
      by_contra h
      exact hx (h0 x (not_lt.1 h))
    exact ⟨(abs_lt.1 hx2).1, (abs_lt.1 hx2).2.le⟩
  have hi : ∀ a b : ℝ, IntervalIntegrable f volume a b := fun a b => hc.intervalIntegrable a b
  -- each grid cell is translated to the unit cell
  have e1 : ∫ t in (0 : ℝ)..1, f (t - 2) = ∫ x in (-2 : ℝ)..(-1), f x := by
    rw [intervalIntegral.integral_comp_sub_right]; norm_num
  have e2 : ∫ t in (0 : ℝ)..1, f (t - 1) = ∫ x in (-1 : ℝ)..0, f x := by
    rw [intervalIntegral.integral_comp_sub_right]; norm_num
  have e4 : ∫ t in (0 : ℝ)..1, f (t + 1) = ∫ x in (1 : ℝ)..2, f x := by
    rw [intervalIntegral.integral_comp_add_right]; norm_num
  rw [← intervalIntegral.integral_eq_integral_of_support_subset hs,
    ← intervalIntegral.integral_add_adjacent_intervals (hi (-2) 1) (hi 1 2),
    ← intervalIntegral.integral_add_adjacent_intervals (hi (-2) 0) (hi 0 1),
    ← intervalIntegral.integral_add_adjacent_intervals (hi (-2) (-1)) (hi (-1) 0),
    intervalIntegral.integral_add, intervalIntegral.integral_add,
    intervalIntegral.integral_add, e1, e2, e4]
  all_goals exact Continuous.intervalIntegrable (by fun_prop) _ _

/-- If the folded product of two blips is a sextic polynomial without linear term on the
unit cell, the overlap is read off from its coefficients. -/
theorem overlap_of_cell (d a b c p q r : ℝ)
    (h : ∀ t : ℝ, 0 ≤ t → t ≤ 1 →
      blip (t - 2) * blip (t - 2 - d) + blip (t - 1) * blip (t - 1 - d)
        + blip t * blip (t - d) + blip (t + 1) * blip (t + 1 - d)
      = a + b * t ^ 2 + c * t ^ 3 + p * t ^ 4 + q * t ^ 5 + r * t ^ 6) :
    overlap d = a + b / 3 + c / 4 + p / 5 + q / 6 + r / 7 := by
  have hb : Continuous blip := by
    rw [funext blip_eq_max]
    fun_prop
  have hF : ∀ x : ℝ, HasDerivAt
      (fun t : ℝ => a * t + b / 3 * t ^ 3 + c / 4 * t ^ 4 + p / 5 * t ^ 5
        + q / 6 * t ^ 6 + r / 7 * t ^ 7)
      (a + b * x ^ 2 + c * x ^ 3 + p * x ^ 4 + q * x ^ 5 + r * x ^ 6) x := by
    intro x
    refine HasDerivAt.congr_deriv
      (((((((hasDerivAt_id' x).const_mul a).fun_add
        ((hasDerivAt_pow 3 x).const_mul (b / 3))).fun_add
        ((hasDerivAt_pow 4 x).const_mul (c / 4))).fun_add
        ((hasDerivAt_pow 5 x).const_mul (p / 5))).fun_add
        ((hasDerivAt_pow 6 x).const_mul (q / 6))).fun_add
        ((hasDerivAt_pow 7 x).const_mul (r / 7))) ?_
    push_cast
    ring
  have hfold := integral_cells (f := fun x => blip x * blip (x - d)) (by fun_prop)
    (fun x hx => by simp only [blip_eq_zero hx, zero_mul])
  have hpoly : ∫ t in (0 : ℝ)..1,
      (a + b * t ^ 2 + c * t ^ 3 + p * t ^ 4 + q * t ^ 5 + r * t ^ 6)
      = a + b / 3 + c / 4 + p / 5 + q / 6 + r / 7 := by
    rw [intervalIntegral.integral_eq_sub_of_hasDerivAt (fun x _ => hF x)
      (Continuous.intervalIntegrable (by fun_prop) _ _)]
    simp only [one_pow, mul_one]
    ring
  refine hfold.trans (Eq.trans ?_ hpoly)
  apply intervalIntegral.integral_congr
  intro t ht
  rw [Set.uIcc_of_le zero_le_one] at ht
  exact h t ht.1 ht.2

/-- The blip overlaps at displacements 0, 1, 2 and 3 are 151/315, 397/1680, 1/42 and 1/5040,
and blips displaced by four or more grid spacings have zero overlap. -/
theorem overlap_values :
    overlap 0 = 151 / 315 ∧ overlap 1 = 397 / 1680 ∧ overlap 2 = 1 / 42 ∧
    overlap 3 = 1 / 5040 ∧ ∀ d : ℝ, 4 ≤ |d| → overlap d = 0 := by
  have z : ∀ x : ℝ, x ≤ -2 → blip x = 0 := fun x hx =>
    blip_eq_zero (le_abs.2 (Or.inr (by linarith)))
  refine ⟨?_, ?_, ?_, ?_, ?_⟩
  · rw [overlap_of_cell 0 (18 / 36) (-18 / 36) (16 / 36) (42 / 36) (-60 / 36) (20 / 36)]
    · norm_num
    · intro t h0 h1
      obtain ⟨p1, p2, p3, p4⟩ := blip_cell h0 h1
      simp only [sub_zero, p1, p2, p3, p4]
      ring
  · rw [overlap_of_cell 1 (8 / 36) (12 / 36) (-9 / 36) (-33 / 36) (45 / 36) (-15 / 36)]
    · norm_num
    · intro t h0 h1
      obtain ⟨p1, p2, p3, p4⟩ := blip_cell h0 h1
      rw [z (t - 2 - 1) (by linarith), show t - 1 - 1 = t - 2 by ring,
        show t + 1 - 1 = t by ring, p1, p2, p3, p4]
      ring
  · rw [overlap_of_cell 2 (1 / 36) (-3 / 36) 0 (15 / 36) (-18 / 36) (6 / 36)]
    · norm_num
    · intro t h0 h1
      obtain ⟨p1, p2, p3, p4⟩ := blip_cell h0 h1
      rw [z (t - 2 - 2) (by linarith), z (t - 1 - 2) (by linarith),
        show t + 1 - 2 = t - 1 by ring, p1, p2, p3, p4]
      ring
  · rw [overlap_of_cell 3 0 0 (1 / 36) (-3 / 36) (3 / 36) (-1 / 36)]
    · norm_num
    · intro t h0 h1
      obtain ⟨p1, p2, p3, p4⟩ := blip_cell h0 h1
      rw [z (t - 2 - 3) (by linarith), z (t - 1 - 3) (by linarith),
        z (t - 3) (by linarith), show t + 1 - 3 = t - 2 by ring, p1, p2, p3, p4]
      ring
  · -- no point lies at distance less than two from both centres
    intro d hd
    have hz : ∀ x : ℝ, blip x * blip (x - d) = 0 := by
      intro x
      rcases le_total 2 |x| with hx | hx
      · rw [blip_eq_zero hx, zero_mul]
      · have h := abs_sub_abs_le_abs_sub d x
        rw [abs_sub_comm d x] at h
        rw [blip_eq_zero (by linarith : 2 ≤ |x - d|), mul_zero]
    simp only [overlap, hz, integral_zero]

/-- The overlap does not depend on the sign of the displacement. -/
theorem overlap_neg (d : ℝ) : overlap (-d) = overlap d := by
  unfold overlap
  rw [← integral_sub_right_eq_self (fun x => blip x * blip (x - -d)) d]
  refine integral_congr_ae (.of_forall fun x => ?_)
  show blip (x - d) * blip (x - d - -d) = blip x * blip (x - d)
  rw [show x - d - -d = x by ring, mul_comm]

/-- On a grid of spacing `h > 0`, blips centred at `X` and `Y` overlap by `h` times the
unit-spacing overlap at displacement `(Y - X) / h`. -/
theorem overlap_grid {h : ℝ} (hh : 0 < h) (X Y : ℝ) :
    ∫ x : ℝ, blip ((x - X) / h) * blip ((x - Y) / h) = h * overlap ((Y - X) / h) := by
  let g : ℝ → ℝ := fun u => blip u * blip (u - (Y - X) / h)
  have e : ∀ x : ℝ, blip ((x - X) / h) * blip ((x - Y) / h) = g ((x - X) / h) := by
    intro x
    show _ = blip ((x - X) / h) * blip ((x - X) / h - (Y - X) / h)
    rw [← sub_div, show x - X - (Y - X) = x - Y by ring]
  calc ∫ x : ℝ, blip ((x - X) / h) * blip ((x - Y) / h)
      = ∫ x : ℝ, g ((x - X) / h) := integral_congr_ae (.of_forall e)
    _ = ∫ x : ℝ, g (x / h) := integral_sub_right_eq_self (fun x => g (x / h)) X
    _ = h * ∫ u : ℝ, g u := by
      rw [Measure.integral_comp_div g h, abs_of_pos hh, smul_eq_mul]

/-- The Bloch sum of the blip overlaps is a cubic polynomial in `cos k`. -/
theorem blochOverlap_eq (k : ℝ) :
    blochOverlap k =
      (272 + 297 * Real.cos k + 60 * Real.cos k ^ 2 + Real.cos k ^ 3) / 630 := by
  obtain ⟨o0, o1, o2, o3, -⟩ := overlap_values
  have hI : Finset.Icc (-3 : ℤ) 3 = {-3, -2, -1, 0, 1, 2, 3} := by decide
  unfold blochOverlap
  rw [hI, Finset.sum_insert (by decide), Finset.sum_insert (by decide),
    Finset.sum_insert (by decide), Finset.sum_insert (by decide),
    Finset.sum_insert (by decide), Finset.sum_insert (by decide), Finset.sum_singleton]
  simp only [Int.cast_neg, Int.cast_ofNat, Int.cast_one, Int.cast_zero, overlap_neg,
    neg_mul, Real.cos_neg, zero_mul, one_mul, Real.cos_zero, o0, o1, o2, o3,
    Real.cos_two_mul, Real.cos_three_mul]
  ring

/-- The Bloch sum of the blip overlaps lies between 17/315 and 1 at every wavenumber;
the lower bound is attained at `k = π` and the upper bound at `k = 0`. -/
theorem blochOverlap_bounds :
    (∀ k : ℝ, 17 / 315 ≤ blochOverlap k ∧ blochOverlap k ≤ 1) ∧
    blochOverlap Real.pi = 17 / 315 ∧ blochOverlap 0 = 1 := by
  refine ⟨fun k => ?_, ?_, ?_⟩
  · rw [blochOverlap_eq]
    have h1 := Real.neg_one_le_cos k
    have h2 := Real.cos_le_one k
    generalize Real.cos k = c at h1 h2 ⊢
    -- the distances to the two bounds factorise
    have lo : 0 ≤ (c + 1) * (c ^ 2 + 59 * c + 238) :=
      mul_nonneg (by linarith) (by nlinarith [sq_nonneg c])
    have hi : 0 ≤ (1 - c) * (c ^ 2 + 61 * c + 358) :=
      mul_nonneg (by linarith) (by nlinarith [sq_nonneg c])
    constructor <;> nlinarith [lo, hi]
  · rw [blochOverlap_eq, Real.cos_pi]
    norm_num
  · rw [blochOverlap_eq, Real.cos_zero]
    norm_num

end

end BlipOverlap
```

```lean
#print axioms BlipOverlap.overlap_grid
-- 'BlipOverlap.overlap_grid' depends on axioms: [propext, Classical.choice, Quot.sound]
#print axioms BlipOverlap.blochOverlap_bounds
-- 'BlipOverlap.blochOverlap_bounds' depends on axioms: [propext, Classical.choice, Quot.sound]
```

## From truncated cubes to coefficients

`blip_eq_max` writes B as a weighted difference of truncated cubes, which makes continuity immediate. `blip_eq_zero` gives the finite support, and `blip_cell` the four cubics.

`integral_cells` does the folding: it restricts the integral to the support, splits it at the grid points and translates each cell. `overlap_of_cell` integrates the folded polynomial using an explicit antiderivative. In `overlap_values`, `ring` then checks each polynomial identity and `norm_num` the final fraction; the case |d| ≥ 4 uses the triangle inequality.

`overlap_neg` and `overlap_grid` are the changes of variable above. `blochOverlap_eq` expands the seven terms, and `blochOverlap_bounds` uses the two factorisations.

## Negative spacing, and kinetic integrals

The grid formula fails for negative h. With h = −1 and X = Y = 0, the left side is 151/315 and the right side −151/315; a factor |h| would repair it.

The same folding applies to the derivative B′, which is continuous and has the same support. The integrals of B′(x)B′(x−n) for n = 0, 1, 2, 3 are 2/3, −1/8, −1/5 and −1/120. On a grid of spacing h they are divided by h, and half of the result is the one-dimensional kinetic-energy matrix element in atomic units. These values are not formalised here.
